# Kaniel–Paige bound for the top Ritz value of a finite-dimensional Hermitian operator

## Reaching an extreme level by repeated products with $H$

A Hamiltonian matrix may be too large to diagonalise while the product $Hx$ remains affordable. From a trial state $v$ one can then build $v, Hv, \dots, H^{n-1}v$ and optimise the energy in their span $K_n$, the Krylov space of the Lanczos method. How close does this come to the edge of the spectrum? In finite dimension and exact arithmetic, and for a $v$ that is not orthogonal to the top eigenstate, the bound below limits the error of such an iteration for the highest level; the ground state would correspond to $-H$, a translation that is not among the theorems.

## The inequality

Let $H$ have an orthonormal eigenbasis $b_i$ with real eigenvalues $\varepsilon_i$. One state $i_0$ has $\varepsilon_{i_0}=L$, all others lie in $[m,M]$, and $m<M\le L$. Let $\|v\|=1$, $c_i=\langle b_i,v\rangle$ and $\cos\varphi=|c_{i_0}|$ with $0\le\varphi<\pi/2$, so $v$ overlaps the target state. Write $\rho(x)=\mathrm{Re}\langle x,Hx\rangle/\|x\|^2$, let the top Ritz value $\theta_n$ be the supremum of $\rho$ over nonzero $x\in K_n$, and let $T_k$ be the Chebyshev polynomials. For $n\ge1$,

$$L-\frac{(L-m)\tan^2\varphi}{T_{n-1}(\gamma)^2}\le\theta_n\le L,\qquad \gamma=1+\frac{2(L-M)}{M-m}.$$

When $m$ and $M$ are the lowest and highest of the other levels, the ratio in $\gamma$ compares the gap below $L$ with the width of the remaining spectrum. For $n=1$, $T_0=1$. For $M=L$, which admits a degenerate top level, $\gamma=1$ and the bound does not improve with $n$.

## Polynomial filters

For a real polynomial $p$ of degree at most $n-1$, the vector $x=p(H)v$ lies in $K_n$ and has components $p(\varepsilon_i)c_i$. Hence

$$\|x\|^2=\sum_i p(\varepsilon_i)^2|c_i|^2,\qquad \langle x,Hx\rangle=\sum_i\varepsilon_i\,p(\varepsilon_i)^2|c_i|^2 .$$

Suppose $|p(\varepsilon_i)|\le1$ for $i\ne i_0$ and $p(L)\neq0$. The $i_0$ term cancels in the energy deficit, and $L-\varepsilon_i\le L-m$, so

$$L\|x\|^2-\langle x,Hx\rangle=\sum_{i\ne i_0}(L-\varepsilon_i)\,p(\varepsilon_i)^2|c_i|^2\le(L-m)\sum_{i\ne i_0}|c_i|^2=(L-m)\sin^2\varphi .$$

Keeping one term of the norm gives $\|x\|^2\ge p(L)^2\cos^2\varphi>0$. Division yields $L-\rho(x)\le(L-m)\tan^2\varphi/p(L)^2$, and $\theta_n\ge\rho(x)$. The upper bound holds because $\rho$ is a weighted mean of eigenvalues, none above $L$.

## The Chebyshev choice and the rate

For $|t|\le1$ put $t=\cos s$; then $T_k(t)=\cos ks$ and $|T_k(t)|\le1$. For $t\ge1$ put $t=\cosh s$ with $e^s=t+\sqrt{t^2-1}$; then $T_k(t)=\cosh ks$, which is at least $1$ and at least $e^{ks}/2$. The map $\ell(t)=(2t-M-m)/(M-m)$ sends $[m,M]$ onto $[-1,1]$ and $L$ to $\gamma\ge1$. Taking $p=T_{n-1}\circ\ell$ gives $|p|\le1$ on the other levels and $p(L)=T_{n-1}(\gamma)\ge1$, which proves the inequality. With $n=k+1$ and $R=\gamma+\sqrt{\gamma^2-1}$, the estimate $T_k(\gamma)\ge R^k/2$ gives

$$L-\theta_{k+1}\le 4(L-m)\tan^2\varphi\,/\,R^{2k},$$

an upper bound that decays geometrically when $M<L$, since then $R>1$. The actual error can be smaller; in exact arithmetic it is zero once $k+1$ reaches the dimension of the space.

## The Lean file

```lean
import Mathlib

open Polynomial Polynomial.Chebyshev Finset
open scoped InnerProductSpace

namespace KanielPaige

noncomputable section

variable {E : Type*} [NormedAddCommGroup E] [InnerProductSpace ℂ E] {ι : Type*} [Fintype ι]

/-- The orthonormal basis `b` consists of eigenvectors of `H` with real eigenvalues `ε`. -/
def IsEigenbasis (H : Module.End ℂ E) (b : OrthonormalBasis ι ℂ E) (ε : ι → ℝ) : Prop :=
  ∀ i, H (b i) = (ε i : ℂ) • b i

/-- The Rayleigh quotient `Re ⟨x, H x⟩ / ‖x‖²`. -/
def rayleigh (H : Module.End ℂ E) (x : E) : ℝ := (⟪x, H x⟫_ℂ).re / ‖x‖ ^ 2

/-- The Krylov space spanned by `v, H v, ..., H^(n-1) v`. -/
def krylov (H : Module.End ℂ E) (v : E) (n : ℕ) : Submodule ℂ E :=
  Submodule.span ℂ {y | ∃ k < n, y = (H ^ k) v}

/-- The supremum of the Rayleigh quotient over the nonzero vectors of the Krylov space. -/
def topRitz (H : Module.End ℂ E) (v : E) (n : ℕ) : ℝ :=
  sSup (rayleigh H '' {x | x ∈ krylov H v n ∧ x ≠ 0})

/-- The filtered vector `p(H) v` for a real polynomial `p`. -/
def polyFilter (H : Module.End ℂ E) (p : ℝ[X]) (v : E) : E :=
  ∑ k ∈ range (p.natDegree + 1), (p.coeff k : ℂ) • (H ^ k) v

/-- The Chebyshev argument `γ = 1 + 2 (L - M) / (M - m)`. -/
def chebArg (L M m : ℝ) : ℝ := 1 + 2 * (L - M) / (M - m)

variable {H : Module.End ℂ E} {b : OrthonormalBasis ι ℂ E} {ε : ι → ℝ}

/-- Applying `H` multiplies each eigen-component by its eigenvalue. -/
theorem inner_apply (h : IsEigenbasis H b ε) (i : ι) (x : E) :
    ⟪b i, H x⟫_ℂ = (ε i : ℂ) * ⟪b i, x⟫_ℂ := by
  have e : H x = ∑ j, ((ε j : ℂ) * ⟪b j, x⟫_ℂ) • b j := by
    calc H x = H (∑ j, ⟪b j, x⟫_ℂ • b j) := by rw [b.sum_repr']
      _ = _ := by
        rw [map_sum]
        refine sum_congr rfl fun j _ => ?_
        rw [map_smul, h j, smul_smul, mul_comm]
  rw [e, b.orthonormal.inner_right_fintype]

/-- Energy and squared norm as sums over the spectral weights `|⟨b i, x⟩|²`. -/
theorem spectral_sums (h : IsEigenbasis H b ε) (x : E) :
    (⟪x, H x⟫_ℂ).re = ∑ i, ε i * ‖⟪b i, x⟫_ℂ‖ ^ 2 ∧ ‖x‖ ^ 2 = ∑ i, ‖⟪b i, x⟫_ℂ‖ ^ 2 := by
  refine ⟨?_, (b.sum_sq_norm_inner_right x).symm⟩
  rw [← b.sum_inner_mul_inner x (H x), Complex.re_sum]
  refine sum_congr rfl fun i _ => ?_
  rw [inner_apply h, ← inner_conj_symm x (b i)]
  generalize ⟪b i, x⟫_ℂ = c
  rw [Complex.sq_norm, Complex.normSq_apply]
  simp
  ring

/-- The filter `p(H)` multiplies the `i`-th eigen-component by `p(ε i)`. -/
theorem inner_polyFilter (h : IsEigenbasis H b ε) (p : ℝ[X]) (v : E) (i : ι) :
    ⟪b i, polyFilter H p v⟫_ℂ = ((p.eval (ε i) : ℝ) : ℂ) * ⟪b i, v⟫_ℂ := by
  have hk : ∀ k : ℕ, ⟪b i, (H ^ k) v⟫_ℂ = (ε i : ℂ) ^ k * ⟪b i, v⟫_ℂ := by
    intro k
    induction k with
    | zero => simp
    | succ k ih => rw [pow_succ', Module.End.mul_apply, inner_apply h, ih]; ring
  rw [polyFilter, inner_sum, eval_eq_sum_range]
  push_cast
  rw [Finset.sum_mul]
  refine sum_congr rfl fun k _ => ?_
  rw [inner_smul_right, hk]
  ring

/-- If all eigenvalues are at least `m`, `|p| ≤ 1` at every `ε i` with `i ≠ i₀`, and `p(ε i₀)` and
`c = ⟨b i₀, v⟩` are nonzero, then `p(H) v ≠ 0` and its Rayleigh quotient is at least `ε i₀ - (ε i₀ -
m) ((‖v‖² - |c|²) / |c|²) / p(ε i₀)²`. -/
theorem filter_bound (h : IsEigenbasis H b ε) (i₀ : ι) {m : ℝ} (hm : ∀ i, m ≤ ε i)
    {p : ℝ[X]} (hp : ∀ i, i ≠ i₀ → |p.eval (ε i)| ≤ 1) (hp0 : p.eval (ε i₀) ≠ 0)
    {v : E} (hc : ⟪b i₀, v⟫_ℂ ≠ 0) :
    polyFilter H p v ≠ 0 ∧
      ε i₀ - (ε i₀ - m) * ((‖v‖ ^ 2 - ‖⟪b i₀, v⟫_ℂ‖ ^ 2) / ‖⟪b i₀, v⟫_ℂ‖ ^ 2)
        / p.eval (ε i₀) ^ 2 ≤ rayleigh H (polyFilter H p v) := by
  classical
  obtain ⟨hE, hN⟩ := spectral_sums h (polyFilter H p v)
  have hw : ∀ i, ‖⟪b i, polyFilter H p v⟫_ℂ‖ ^ 2 = p.eval (ε i) ^ 2 * ‖⟪b i, v⟫_ℂ‖ ^ 2 := by
    intro i
    rw [inner_polyFilter h, norm_mul, mul_pow, Complex.norm_real, Real.norm_eq_abs, sq_abs]
  simp only [hw] at hE hN
  have hc' := norm_pos_iff.mpr hc
  have h0 : 0 < p.eval (ε i₀) ^ 2 * ‖⟪b i₀, v⟫_ℂ‖ ^ 2 := by positivity
  -- the squared norm is at least the weight on `b i₀`
  have hle : p.eval (ε i₀) ^ 2 * ‖⟪b i₀, v⟫_ℂ‖ ^ 2 ≤ ‖polyFilter H p v‖ ^ 2 := by
    rw [hN]
    exact single_le_sum (f := fun i => p.eval (ε i) ^ 2 * ‖⟪b i, v⟫_ℂ‖ ^ 2)
      (fun i _ => by positivity) (mem_univ _)
  have hx := h0.trans_le hle
  have hS : ‖v‖ ^ 2 - ‖⟪b i₀, v⟫_ℂ‖ ^ 2 = ∑ i ∈ univ.erase i₀, ‖⟪b i, v⟫_ℂ‖ ^ 2 := by
    rw [(spectral_sums h v).2, ← add_sum_erase _ _ (mem_univ i₀)]
    ring
  have hm0 := sub_nonneg.mpr (hm i₀)
  -- the energy deficit comes only from the other states
  have hD : ε i₀ * ‖polyFilter H p v‖ ^ 2 - (⟪polyFilter H p v, H (polyFilter H p v)⟫_ℂ).re
      ≤ (ε i₀ - m) * (‖v‖ ^ 2 - ‖⟪b i₀, v⟫_ℂ‖ ^ 2) := by
    rw [hS, hE, hN, Finset.mul_sum, Finset.mul_sum, ← sum_sub_distrib,
      ← add_sum_erase _ _ (mem_univ i₀), sub_self, zero_add]
    refine sum_le_sum fun i hi => ?_
    have q1 := (sq_le_one_iff_abs_le_one _).mpr (hp i (ne_of_mem_erase hi))
    nlinarith [mul_nonneg (mul_nonneg hm0 (sq_nonneg ‖⟪b i, v⟫_ℂ‖)) (sub_nonneg.mpr q1),
      mul_nonneg (sub_nonneg.mpr (hm i))
        (mul_nonneg (sq_nonneg (p.eval (ε i))) (sq_nonneg ‖⟪b i, v⟫_ℂ‖))]
  have hA : 0 ≤ (ε i₀ - m) * (‖v‖ ^ 2 - ‖⟪b i₀, v⟫_ℂ‖ ^ 2) :=
    mul_nonneg hm0 (by rw [hS]; positivity)
  refine ⟨fun hz => by rw [hz] at hx; simp at hx, ?_⟩
  have h2 := (div_le_div_of_nonneg_right hD hx.le).trans (div_le_div_of_nonneg_left hA h0 hle)
  rw [sub_div, mul_div_assoc, div_self hx.ne', mul_one] at h2
  rw [rayleigh, ← mul_div_assoc, div_div, mul_comm (‖⟪b i₀, v⟫_ℂ‖ ^ 2)]
  linarith

/-- `|T_k| ≤ 1` on `[-1, 1]`, and for `x ≥ 1` the value `T_k(x)` is at least `1` and at least
`(x + √(x² - 1))^k / 2`. -/
theorem chebyshev_bounds (k : ℕ) :
    (∀ x : ℝ, |x| ≤ 1 → |(T ℝ k).eval x| ≤ 1) ∧
    ∀ x : ℝ, 1 ≤ x → 1 ≤ (T ℝ k).eval x ∧ (x + √(x ^ 2 - 1)) ^ k / 2 ≤ (T ℝ k).eval x := by
  refine ⟨fun x hx => ?_, fun x hx => ?_⟩
  · rw [← Real.cos_arccos (abs_le.1 hx).1 (abs_le.1 hx).2, T_real_cos]
    exact Real.abs_cos_le_one _
  · -- write `x = cosh θ`
    have hs : √(1 + √(x ^ 2 - 1) ^ 2) = x := by
      rw [Real.sq_sqrt (by nlinarith), show 1 + (x ^ 2 - 1) = x ^ 2 by ring,
        Real.sqrt_sq (by linarith)]
    have hT := T_real_cosh (Real.arsinh √(x ^ 2 - 1)) (k : ℤ)
    rw [Real.cosh_arsinh, hs, Int.cast_natCast] at hT
    rw [hT]
    refine ⟨Real.one_le_cosh _, ?_⟩
    rw [Real.cosh_eq, Real.exp_nat_mul, Real.exp_arsinh, hs, add_comm x]
    linarith [Real.exp_pos (-(k * Real.arsinh √(x ^ 2 - 1)))]

/-- An upper bound `L` of the eigenvalues bounds the Rayleigh quotient of a nonzero vector. -/
theorem rayleigh_le (h : IsEigenbasis H b ε) {L : ℝ} (hL : ∀ i, ε i ≤ L) {x : E} (hx : x ≠ 0) :
    rayleigh H x ≤ L := by
  rw [rayleigh, div_le_iff₀ (pow_pos (norm_pos_iff.mpr hx) 2), (spectral_sums h x).1,
    (spectral_sums h x).2, Finset.mul_sum]
  exact sum_le_sum fun i _ => mul_le_mul_of_nonneg_right (hL i) (sq_nonneg _)

/-- Kaniel-Paige bound: with `ε i₀ = L`, all other eigenvalues in `[m, M]`, `m < M ≤ L`, and a
unit `v` at angle `φ < π/2` to `b i₀`, the top Ritz value for `n ≥ 1` lies between
`L - (L - m) tan²φ / T_(n-1)(γ)²` and `L`. -/
theorem kaniel_paige (h : IsEigenbasis H b ε) (i₀ : ι) {L M m φ : ℝ} (hL : ε i₀ = L)
    (hs : ∀ i, i ≠ i₀ → m ≤ ε i ∧ ε i ≤ M) (hmM : m < M) (hML : M ≤ L)
    {v : E} (hv : ‖v‖ = 1) (hφ : φ ∈ Set.Ico 0 (Real.pi / 2))
    (hcos : Real.cos φ = ‖⟪b i₀, v⟫_ℂ‖) {n : ℕ} (hn : 1 ≤ n) :
    L - (L - m) * Real.tan φ ^ 2 / (T ℝ (n - 1)).eval (chebArg L M m) ^ 2 ≤ topRitz H v n ∧
      topRitz H v n ≤ L := by
  subst hL
  obtain ⟨k, rfl⟩ : ∃ k, n = k + 1 := ⟨n - 1, by omega⟩
  rw [show ((k + 1 : ℕ) : ℤ) - 1 = k by omega]
  have hd : 0 < M - m := by linarith
  have hall : ∀ i, m ≤ ε i ∧ ε i ≤ ε i₀ := fun i => by
    by_cases hi : i = i₀
    · rw [hi]; exact ⟨by linarith, le_rfl⟩
    · exact ⟨(hs i hi).1, (hs i hi).2.trans hML⟩
  -- Chebyshev filter rescaled from `[-1, 1]` to `[m, M]`
  obtain ⟨p, hp⟩ : ∃ p : ℝ[X],
      p = (T ℝ k).comp (C (2 / (M - m)) * X + C (-(M + m) / (M - m))) := ⟨_, rfl⟩
  have hev : ∀ t, p.eval t = (T ℝ k).eval ((2 * t - M - m) / (M - m)) := fun t => by
    simp only [hp, eval_comp, eval_add, eval_mul, eval_C, eval_X]
    congr 1
    ring
  have hdeg : p.natDegree ≤ k := by
    rw [hp]
    refine natDegree_comp_le.trans ((Nat.mul_le_mul_left _ natDegree_linear_le).trans ?_)
    simp [natDegree_T]
  have htop : p.eval (ε i₀) = (T ℝ k).eval (chebArg (ε i₀) M m) := by
    rw [hev, chebArg, ← div_self hd.ne', ← add_div]
    congr 2
    ring
  have hγ : 1 ≤ chebArg (ε i₀) M m := le_add_of_nonneg_right (div_nonneg (by linarith) hd.le)
  have h1 := ((chebyshev_bounds k).2 _ hγ).1
  have hc : 0 < Real.cos φ := Real.cos_pos_of_mem_Ioo ⟨by linarith [hφ.1, Real.pi_pos], hφ.2⟩
  obtain ⟨hne, hb⟩ := filter_bound h i₀ (fun i => (hall i).1) (p := p) (v := v)
    (fun i hi => by
      rw [hev]
      apply (chebyshev_bounds k).1
      rw [abs_div, abs_of_pos hd, div_le_one hd, abs_le]
      constructor <;> linarith [(hs i hi).1, (hs i hi).2])
    (by rw [htop]; linarith) (norm_pos_iff.mp (by rw [← hcos]; exact hc))
  have hmem : polyFilter H p v ∈ krylov H v (k + 1) :=
    Submodule.sum_mem _ fun j hj => Submodule.smul_mem _ _
      (Submodule.subset_span ⟨j, by have := mem_range.1 hj; omega, rfl⟩)
  have hub : ε i₀ ∈ upperBounds (rayleigh H '' {x | x ∈ krylov H v (k + 1) ∧ x ≠ 0}) := by
    rintro _ ⟨x, hx, rfl⟩
    exact rayleigh_le h (fun i => (hall i).2) hx.2
  refine ⟨?_, csSup_le ⟨_, _, ⟨hmem, hne⟩, rfl⟩ hub⟩
  rw [htop, hv, ← hcos, one_pow, ← Real.sin_sq, ← div_pow, ← Real.tan_eq_sin_div_cos] at hb
  exact hb.trans (le_csSup ⟨_, hub⟩ ⟨_, ⟨hmem, hne⟩, rfl⟩)

/-- Under the same conditions the error of the top Ritz value on the Krylov space of order
`k + 1` is at most `4 (L - m) tan²φ / (γ + √(γ² - 1))^(2k)`. -/
theorem geometric_rate (h : IsEigenbasis H b ε) (i₀ : ι) {L M m φ : ℝ} (hL : ε i₀ = L)
    (hs : ∀ i, i ≠ i₀ → m ≤ ε i ∧ ε i ≤ M) (hmM : m < M) (hML : M ≤ L)
    {v : E} (hv : ‖v‖ = 1) (hφ : φ ∈ Set.Ico 0 (Real.pi / 2))
    (hcos : Real.cos φ = ‖⟪b i₀, v⟫_ℂ‖) (k : ℕ) :
    L - topRitz H v (k + 1) ≤ 4 * ((L - m) * Real.tan φ ^ 2)
      / (chebArg L M m + √(chebArg L M m ^ 2 - 1)) ^ (2 * k) := by
  have h1 := (kaniel_paige h i₀ hL hs hmM hML hv hφ hcos (n := k + 1) (by omega)).1
  rw [show ((k + 1 : ℕ) : ℤ) - 1 = k by omega] at h1
  have hγ : 1 ≤ chebArg L M m :=
    le_add_of_nonneg_right (div_nonneg (by linarith) (by linarith))
  have h2 := ((chebyshev_bounds k).2 _ hγ).2
  have hR : 0 < chebArg L M m + √(chebArg L M m ^ 2 - 1) :=
    add_pos_of_pos_of_nonneg (by linarith) (Real.sqrt_nonneg _)
  generalize chebArg L M m + √(chebArg L M m ^ 2 - 1) = R at h2 hR ⊢
  have hA : 0 ≤ (L - m) * Real.tan φ ^ 2 := mul_nonneg (by linarith) (sq_nonneg _)
  have h3 := div_le_div_of_nonneg_left hA (by positivity) (pow_le_pow_left₀ (by positivity) h2 2)
  have e : (L - m) * Real.tan φ ^ 2 / (R ^ k / 2) ^ 2
      = 4 * ((L - m) * Real.tan φ ^ 2) / R ^ (2 * k) := by ring
  linarith

/-- The Kaniel-Paige lower bound for a Hermitian operator on a `d`-dimensional space, with the
eigenvalues and eigenvectors given by the spectral theorem. -/
theorem kaniel_paige_hermitian [FiniteDimensional ℂ E] (hH : LinearMap.IsSymmetric H) {d : ℕ}
    (hd : Module.finrank ℂ E = d) (i₀ : Fin d) {L M m φ : ℝ} (hL : hH.eigenvalues hd i₀ = L)
    (hs : ∀ i, i ≠ i₀ → m ≤ hH.eigenvalues hd i ∧ hH.eigenvalues hd i ≤ M)
    (hmM : m < M) (hML : M ≤ L) {v : E} (hv : ‖v‖ = 1) (hφ : φ ∈ Set.Ico 0 (Real.pi / 2))
    (hcos : Real.cos φ = ‖⟪hH.eigenvectorBasis hd i₀, v⟫_ℂ‖) {n : ℕ} (hn : 1 ≤ n) :
    L - (L - m) * Real.tan φ ^ 2 / (T ℝ (n - 1)).eval (chebArg L M m) ^ 2 ≤ topRitz H v n :=
  (kaniel_paige (b := hH.eigenvectorBasis hd) (ε := hH.eigenvalues hd)
    (fun i => hH.apply_eigenvectorBasis hd i) i₀ hL hs hmM hML hv hφ hcos hn).1

/-- The diagonal operator with eigenvalues `2, 1, 0` on `ℂ³` has the standard basis as an
eigenbasis, and its eigenvalues other than the first lie in `[0, 1]`. -/
theorem eigenbasis_witness :
    IsEigenbasis ((EuclideanSpace.basisFun (Fin 3) ℂ).toBasis.constr ℂ
        fun i => ((![2, 1, 0] i : ℝ) : ℂ) • EuclideanSpace.basisFun (Fin 3) ℂ i)
      (EuclideanSpace.basisFun (Fin 3) ℂ) ![2, 1, 0] ∧
    ∀ i : Fin 3, i ≠ 0 → (0 : ℝ) ≤ ![2, 1, 0] i ∧ ![2, 1, 0] i ≤ (1 : ℝ) := by
  refine ⟨fun i => (EuclideanSpace.basisFun (Fin 3) ℂ).toBasis.constr_basis ℂ _ i, fun i hi => ?_⟩
  fin_cases i <;> simp at hi ⊢

end

end KanielPaige
```

```lean
#print axioms KanielPaige.geometric_rate
#print axioms KanielPaige.kaniel_paige_hermitian
```

```
'KanielPaige.geometric_rate' depends on axioms: [propext, Classical.choice, Quot.sound]
'KanielPaige.kaniel_paige_hermitian' depends on axioms: [propext, Classical.choice, Quot.sound]
```

## Dictionary between Lean and the physics

`IsEigenbasis H b ε` says $Hb_i=\varepsilon_ib_i$ for an orthonormal basis with a finite index set, so the space is finite-dimensional and $H$ is Hermitian. The inner product is conjugate-linear in its first slot, as in Dirac notation. `rayleigh`, `krylov`, `topRitz`, `polyFilter` and `chebArg` are $\rho$, $K_n$, $\theta_n$, $p(H)v$ and $\gamma$. In `kaniel_paige`, `hL`, `hs`, `hmM` and `hML` place the spectrum; $m$ and $M$ are bounds and need not be eigenvalues. `hcos` uses the modulus of the overlap, so the phase of $v$ is irrelevant, and `T ℝ (n - 1)` has an integer index. The real `sSup` of an empty or unbounded set is a default value, so the proof shows the set nonempty and bounded.

`geometric_rate` is the $R^{-2k}$ estimate. `kaniel_paige_hermitian` starts from `LinearMap.IsSymmetric H` in dimension `d`, takes the basis from the spectral theorem, and states the lower bound only. `eigenbasis_witness` shows that $\mathrm{diag}(2,1,0)$ on $\mathbb C^3$ meets the eigenbasis condition and has its levels other than index `0` in $[0,1]$; it supplies no start vector.

Only the extreme value is bounded, whereas Kaniel–Paige theory extends to inner Ritz values and to Ritz vectors. $\theta_n$ is defined variationally, so the tridiagonal Lanczos recursion and rounding errors do not enter.

## How the lemmas follow the derivation

`inner_apply` expands $x$ in the basis to get $\langle b_i,Hx\rangle=\varepsilon_i\langle b_i,x\rangle$. `spectral_sums` gives the two sums, and `inner_polyFilter` obtains the factor $p(\varepsilon_i)$ by induction on powers of $H$.

`filter_bound` allows unnormalised $v$: it carries $(\|v\|^2-|c_{i_0}|^2)/|c_{i_0}|^2$, which equals $\tan^2\varphi$ for unit $v$. `hle` is the one-term norm bound and `hD` the deficit bound. There `add_sum_erase` splits off $i_0$, and with $w=|c_i|^2$, $q=p(\varepsilon_i)^2$ the two hints to `nlinarith` are the nonnegative terms in

$$(L-m)w-(L-\varepsilon_i)qw=(L-m)w(1-q)+(\varepsilon_i-m)qw .$$

`h2` performs the division.

`chebyshev_bounds` uses `T_real_cos` with $s=\arccos t$ and `T_real_cosh` with $s=\operatorname{arsinh}\sqrt{t^2-1}$. `rayleigh_le` is the weighted-mean bound.

`kaniel_paige` writes $n=k+1$ and composes $T_k$ with $\ell$. `hev` evaluates the result, `hdeg` bounds its degree by $k$, `htop` gives $p(L)=T_k(\gamma)$, and `hmem` places the filtered vector in the Krylov space. `csSup_le` with `hub` gives $\theta_n\le L$; `le_csSup` passes the filter bound to the supremum after $(1-\cos^2\varphi)/\cos^2\varphi$ is rewritten as $\tan^2\varphi$. `geometric_rate` squares $R^k/2\le T_k(\gamma)$ and inserts it in the denominator.
